# A Hermitian matrix is fixed by real energy levels and a unitary of eigenvectors

In a quantum system with a finite-dimensional state space, the Hamiltonian is a Hermitian matrix. The theorem says that any complex Hermitian matrix `H` with a finite index set can be written as U D U*, where U is unitary and D is diagonal with real entries. The entries of D are the energy levels, which may repeat, and the columns of U are orthonormal eigenvectors. The attempt takes Mathlib's eigenvector unitary and eigenvalues for `H` and tries to prove H U = U D entry by entry from the eigenvector equation. It then multiplies on the right by U* and uses U U* = 1.

The failing Lean file:

```lean
import Mathlib

open Matrix Filter Topology
open scoped ComplexOrder

namespace ExistsEqHamiltonian

noncomputable section

variable {n : Type*} [Fintype n] [DecidableEq n]

/-- The Hamiltonian with energy levels `d` and the columns of the unitary `U` as eigenvectors. -/
def hamiltonian (U : unitaryGroup n ℂ) (d : n → ℝ) : Matrix n n ℂ :=
  U.1 * diagonal (fun i => (d i : ℂ)) * star U.1

/-- Every Hermitian matrix is a Hamiltonian given by levels and a unitary of eigenvectors. -/
theorem exists_eq_hamiltonian {H : Matrix n n ℂ} (hH : H.IsHermitian) :
    ∃ U d, H = hamiltonian U d := by
  refine ⟨hH.eigenvectorUnitary, hH.eigenvalues, ?_⟩
  have h : H * hH.eigenvectorUnitary.1 =
      hH.eigenvectorUnitary.1 * diagonal (fun i => (hH.eigenvalues i : ℂ)) := by
    ext i j
    have h := congrFun (hH.mulVec_eigenvectorBasis j) i
    simpa [Matrix.mul_apply, Matrix.mulVec, dotProduct, Matrix.mul_diagonal,
      Matrix.IsHermitian.eigenvectorUnitary_apply, mul_comm] using h
  rw [hamiltonian, ← h, mul_assoc, mem_unitaryGroup_iff.mp hH.eigenvectorUnitary.2, mul_one]

end

end ExistsEqHamiltonian
```

The error:

```
Main.lean:24:4: error: Type mismatch: After simplification, term
  h
 has type
  ∑ x, H i x * (hH.eigenvectorBasis j).ofLp x = ↑(hH.eigenvalues j) * (hH.eigenvectorBasis j).ofLp i
but is expected to have type
  ∑ j_1, H i j_1 * (hH.eigenvectorBasis j).ofLp j_1 =
    ∑ j_1, (hH.eigenvectorBasis j_1).ofLp i * diagonal (fun i => ↑(hH.eigenvalues i)) j_1 j
```

What went wrong. The message says that, after simplification, `h` and the goal still differ on the right-hand side. In `h` it is a single product, the eigenvalue times an entry of the eigenvector. In the goal it is a sum over `j_1` containing entries of `diagonal`.

The two are equal in mathematics, since only the term with `j_1 = j` survives, but `simpa` did not reduce the sum to that term. The simp list held two lemmas that fit an entry of U D: `Matrix.mul_diagonal`, which gives the single product at once, and `Matrix.mul_apply`, which expands any matrix product into a sum. The sum in the message shows that the expansion was used, and after it `Matrix.mul_diagonal` had no matrix product left to match.

The repair drops the entrywise calculation and the rewriting that followed it. It keeps the same unitary and eigenvalues, and supplies `hH.spectral_theorem`, Mathlib's proof of the diagonalisation, which Lean accepts as the required equation with `hamiltonian` unfolded.

Lean accepts the file once it reads:

```diff
@@ -16,13 +16,6 @@
 /-- Every Hermitian matrix is a Hamiltonian given by levels and a unitary of eigenvectors. -/
 theorem exists_eq_hamiltonian {H : Matrix n n ℂ} (hH : H.IsHermitian) :
-    ∃ U d, H = hamiltonian U d := by
-  refine ⟨hH.eigenvectorUnitary, hH.eigenvalues, ?_⟩
-  have h : H * hH.eigenvectorUnitary.1 =
-      hH.eigenvectorUnitary.1 * diagonal (fun i => (hH.eigenvalues i : ℂ)) := by
-    ext i j
-    have h := congrFun (hH.mulVec_eigenvectorBasis j) i
-    simpa [Matrix.mul_apply, Matrix.mulVec, dotProduct, Matrix.mul_diagonal,
-      Matrix.IsHermitian.eigenvectorUnitary_apply, mul_comm] using h
-  rw [hamiltonian, ← h, mul_assoc, mem_unitaryGroup_iff.mp hH.eigenvectorUnitary.2, mul_one]
+    ∃ U d, H = hamiltonian U d :=
+  ⟨hH.eigenvectorUnitary, hH.eigenvalues, hH.spectral_theorem⟩
 
 end
```
